# Least-squares s6 and s8 for an undamped pair dispersion energy are unique exactly when two training distances differ

When a code fits the dispersion parameters \(s_6\) and \(s_8\) to reference energies by linear least squares, it can form a \(2\times2\) normal matrix and solve a linear system with it. That step returns a definite answer only if the matrix is invertible. For one kind of atom pair without damping, the training distances alone decide this.

Let \(R_k>0\), \(k=0,\dots,n-1\), be the training distances and \(E_k\) the energies that the dispersion term should reproduce, for instance reference interaction energies minus the uncorrected DFT ones. The model energy is

\[
E_{\rm disp}(R)=-\left(\frac{s_6}{R^6}+\frac{s_8}{R^8}\right).
\]

Here \(s_6\) and \(s_8\) include the dispersion coefficients: they stand for what is usually written \(s_6C_6\) and \(s_8C_8\), so they carry units. Let \(A\) be the design matrix with rows \((R_k^{-6},R_k^{-8})\), and \(N=A^{\mathsf T}A\) the normal matrix. Then

\[
\det N=\sum_{k<l}\frac{1}{(R_kR_l)^{12}}\left(\frac1{R_k^2}-\frac1{R_l^2}\right)^2 .
\]

A fitting script can therefore check for two different distances before it solves. The determinant scales as length\(^{-28}\), so a fixed numerical threshold on it changes meaning with the unit of length.

## The determinant as a sum over pairs of distances

Write \(a_k=R_k^{-6}\) and \(b_k=R_k^{-8}\). Expanding the square gives

\[
\sum_{k,l}(a_kb_l-a_lb_k)^2
=2\sum_k a_k^2\sum_l b_l^2-2\Big(\sum_k a_kb_k\Big)^2=2\det N .
\]

The terms with \(k=l\) vanish and the others are symmetric in \(k\) and \(l\), so \(\det N\) is the sum over \(k<l\). For the dispersion columns,

\[
a_kb_l-a_lb_k=(R_kR_l)^{-6}\,(R_l^{-2}-R_k^{-2}),
\]

and squaring gives the stated formula. Every term is non-negative, and a term is zero only if \(R_k=R_l\), because the distances are positive. Hence \(\det N>0\) exactly when two distances differ.

## From an invertible matrix to a single minimum

With \(s=(s_6,s_8)\), the model energies are \(-As\), so the residual is \(r=E+As\) and the normal equations read \(Ns=-A^{\mathsf T}E\). They say that \(A^{\mathsf T}r=0\). For any other parameters \(t\),

\[
\begin{aligned}
\|E+At\|^2&=\|r+A(t-s)\|^2\\
&=\|r\|^2+2(t-s)^{\mathsf T}A^{\mathsf T}r+\|A(t-s)\|^2\\
&=\|r\|^2+\|A(t-s)\|^2 .
\end{aligned}
\]

So \(s\) is a minimiser. If \(t\) is one too, then \(A(t-s)=0\), hence \(N(t-s)=0\), and \(t=s\) when \(N\) is invertible. The unique fit is \(s=-N^{-1}A^{\mathsf T}E\).

If all distances equal \(c\), the model energy is \(-(s_6+s_8/c^2)/c^6\). Replacing \((s_6,s_8)\) by \((s_6+1,\,s_8-c^2)\) leaves every residual unchanged, so no minimiser is unique. With no data the error is always zero, and the same shift works for any \(c>0\).

## The fit in Lean

```lean
import Mathlib

open Matrix

namespace DispersionFit

noncomputable section

/-- An interatomic distance: a positive real number. -/
abbrev Distance := {r : ℝ // 0 < r}

/-- The dispersion energy `-(s6 / r^6 + s8 / r^8)` at distance `r`, where `s 0` is `s6` and `s 1`
is `s8`, with the dispersion coefficients absorbed in the parameters. -/
def dispersionEnergy (s : Fin 2 → ℝ) (r : Distance) : ℝ :=
  -(s 0 / (r : ℝ) ^ 6 + s 1 / (r : ℝ) ^ 8)

/-- The design matrix of the fit, with columns `R_k^-6` and `R_k^-8`. -/
def design {n : ℕ} (R : Fin n → Distance) : Matrix (Fin n) (Fin 2) ℝ :=
  Matrix.of fun k => ![1 / (R k : ℝ) ^ 6, 1 / (R k : ℝ) ^ 8]

/-- The normal matrix of the fit: the transposed design matrix times the design matrix. -/
def normalMatrix {n : ℕ} (R : Fin n → Distance) : Matrix (Fin 2) (Fin 2) ℝ :=
  (design R)ᵀ * design R

/-- The sum of squared deviations of the dispersion energies from the reference energies `E`. -/
def squaredError {n : ℕ} (R : Fin n → Distance) (E : Fin n → ℝ) (s : Fin 2 → ℝ) : ℝ :=
  ∑ k, (E k - dispersionEnergy s (R k)) ^ 2

/-- The parameters `s` are a least-squares fit: no other parameters have a smaller squared error. -/
def IsLeastSquares {n : ℕ} (R : Fin n → Distance) (E : Fin n → ℝ) (s : Fin 2 → ℝ) : Prop :=
  ∀ t, squaredError R E s ≤ squaredError R E t

/-- For any two-column matrix, the determinant of the normal matrix is the sum over pairs of rows
of the squared two-by-two minors. -/
theorem det_gram_two_columns {n : ℕ} (A : Matrix (Fin n) (Fin 2) ℝ) :
    (Aᵀ * A).det =
      ∑ k, ∑ l ∈ Finset.Ioi k, (A k 0 * A l 1 - A l 0 * A k 1) ^ 2 := by
  obtain ⟨f, hf⟩ : ∃ f : Fin n → Fin n → ℝ,
      ∀ k l, f k l = (A k 0 * A l 1 - A l 0 * A k 1) ^ 2 := ⟨_, fun _ _ => rfl⟩
  have hsymm : ∀ k l, f k l = f l k := fun k l => by rw [hf, hf]; ring
  have hdiag : ∀ k, f k k = 0 := fun k => by rw [hf]; ring
  -- the sum over all ordered pairs is twice the determinant
  have hfull : ∑ k, ∑ l, f k l = 2 * (Aᵀ * A).det := by
    have h : ∑ k, ∑ l, f k l =
        (∑ k, A k 0 * A k 0) * (∑ l, A l 1 * A l 1)
        + (∑ k, A k 1 * A k 1) * (∑ l, A l 0 * A l 0)
        - (∑ k, A k 0 * A k 1) * (∑ l, A l 1 * A l 0)
        - (∑ k, A k 0 * A k 1) * (∑ l, A l 1 * A l 0) := by
      rw [Finset.sum_mul_sum, Finset.sum_mul_sum, Finset.sum_mul_sum]
      simp only [← Finset.sum_add_distrib, ← Finset.sum_sub_distrib]
      refine Finset.sum_congr rfl fun k _ => Finset.sum_congr rfl fun l _ => ?_
      rw [hf]; ring
    rw [h]
    simp only [Matrix.det_fin_two, Matrix.mul_apply, Matrix.transpose_apply]
    ring
  -- it is also twice the sum over pairs with `k < l`
  have hIoi : ∀ k, ∑ l ∈ Finset.Ioi k, f k l = ∑ l, if k < l then f k l else 0 := fun k => by
    rw [← Finset.sum_filter]
    exact Finset.sum_congr (by ext l; simp) fun _ _ => rfl
  have hswap : ∑ k, ∑ l, (if l < k then f k l else 0) =
      ∑ k, ∑ l, (if k < l then f k l else 0) := by
    refine Finset.sum_comm.trans
      (Finset.sum_congr rfl fun x _ => Finset.sum_congr rfl fun y _ => ?_)
    rw [hsymm y x]
  have hsplit : ∑ k, ∑ l, f k l = ∑ k, ∑ l, (if k < l then f k l else 0)
      + ∑ k, ∑ l, (if l < k then f k l else 0) := by
    simp only [← Finset.sum_add_distrib]
    refine Finset.sum_congr rfl fun k _ => Finset.sum_congr rfl fun l _ => ?_
    rcases lt_trichotomy k l with h | h | h
    · simp [h, not_lt_of_ge h.le]
    · subst h; simp [hdiag]
    · simp [h, not_lt_of_ge h.le]
  simp only [← hf, hIoi]
  linarith

/-- The determinant of the normal matrix is the sum over pairs `k < l` of
`(R_k R_l)^-12 (R_k^-2 - R_l^-2)^2`. -/
theorem det_normalMatrix {n : ℕ} (R : Fin n → Distance) :
    (normalMatrix R).det = ∑ k, ∑ l ∈ Finset.Ioi k,
      1 / ((R k : ℝ) * R l) ^ 12 * (1 / (R k : ℝ) ^ 2 - 1 / (R l : ℝ) ^ 2) ^ 2 := by
  rw [normalMatrix, det_gram_two_columns]
  refine Finset.sum_congr rfl fun k _ => Finset.sum_congr rfl fun l _ => ?_
  simp only [design, Matrix.of_apply, Matrix.cons_val_zero, Matrix.cons_val_one]
  ring

/-- The determinant of the normal matrix is positive exactly when two training distances differ. -/
theorem det_normalMatrix_pos_iff {n : ℕ} (R : Fin n → Distance) :
    0 < (normalMatrix R).det ↔ ∃ k l, R k ≠ R l := by
  constructor
  · intro h
    by_contra hno
    have heq : ∀ k l, R k = R l := fun k l => by_contra fun h' => hno ⟨k, l, h'⟩
    have h0 : (normalMatrix R).det = 0 := by
      rw [det_normalMatrix]
      refine Finset.sum_eq_zero fun k _ => Finset.sum_eq_zero fun l _ => ?_
      rw [heq k l]; ring
    linarith
  · -- one pair with different distances contributes a positive term
    have key : ∀ k l, k < l → R k ≠ R l → 0 < (normalMatrix R).det := by
      intro k l hkl hne
      have hd : 1 / (R k : ℝ) ^ 2 - 1 / (R l : ℝ) ^ 2 ≠ 0 := by
        intro h
        have h' := sub_eq_zero.1 h
        rw [one_div, one_div, _root_.inv_inj] at h'
        exact hne (Subtype.ext
          ((pow_left_inj₀ (R k).2.le (R l).2.le two_ne_zero).1 h'))
      have hterm : ∀ i j, 0 ≤ 1 / ((R i : ℝ) * R j) ^ 12 *
          (1 / (R i : ℝ) ^ 2 - 1 / (R j : ℝ) ^ 2) ^ 2 := fun i j =>
        mul_nonneg (one_div_pos.2 (pow_pos (mul_pos (R i).2 (R j).2) 12)).le (sq_nonneg _)
      rw [det_normalMatrix]
      refine Finset.sum_pos' (fun i _ => Finset.sum_nonneg fun j _ => hterm i j)
        ⟨k, Finset.mem_univ k, Finset.sum_pos' (fun j _ => hterm k j)
          ⟨l, Finset.mem_Ioi.2 hkl, ?_⟩⟩
      exact mul_pos (one_div_pos.2 (pow_pos (mul_pos (R k).2 (R l).2) 12))
        ((sq_nonneg _).lt_of_ne' (pow_ne_zero 2 hd))
    rintro ⟨k, l, hne⟩
    rcases lt_trichotomy k l with h | h | h
    · exact key k l h hne
    · exact absurd (congrArg R h) hne
    · exact key l k h hne.symm

/-- The design matrix applied to the parameters gives minus the dispersion energies. -/
theorem design_mulVec {n : ℕ} (R : Fin n → Distance) (s : Fin 2 → ℝ) (k : Fin n) :
    (design R *ᵥ s) k = -dispersionEnergy s (R k) := by
  simp only [Matrix.mulVec, dotProduct, Fin.sum_univ_two, dispersionEnergy, design,
    Matrix.of_apply, Matrix.cons_val_zero, Matrix.cons_val_one]
  ring

/-- If `s` solves the normal equations, the squared error of any `t` exceeds that of `s` by the
summed squared difference of their dispersion energies. -/
theorem squaredError_eq_add {n : ℕ} (R : Fin n → Distance) (E : Fin n → ℝ) (s t : Fin 2 → ℝ)
    (h : normalMatrix R *ᵥ s = -((design R)ᵀ *ᵥ E)) :
    squaredError R E t = squaredError R E s +
      ∑ k, (dispersionEnergy t (R k) - dispersionEnergy s (R k)) ^ 2 := by
  -- the residual is orthogonal to both columns
  have h0 : (design R)ᵀ *ᵥ (fun k => E k - dispersionEnergy s (R k)) = 0 := by
    have hr : (fun k => E k - dispersionEnergy s (R k)) = E + design R *ᵥ s := by
      ext k
      rw [Pi.add_apply, design_mulVec]; ring
    have h' : ((design R)ᵀ * design R) *ᵥ s = -((design R)ᵀ *ᵥ E) := h
    rw [hr, Matrix.mulVec_add, Matrix.mulVec_mulVec, h', add_neg_cancel]
  have h6 : ∑ k, 1 / (R k : ℝ) ^ 6 * (E k - dispersionEnergy s (R k)) = 0 := congrFun h0 0
  have h8 : ∑ k, 1 / (R k : ℝ) ^ 8 * (E k - dispersionEnergy s (R k)) = 0 := congrFun h0 1
  have hexp : squaredError R E t = squaredError R E s
      + ∑ k, (dispersionEnergy t (R k) - dispersionEnergy s (R k)) ^ 2
      + 2 * (t 0 - s 0) * ∑ k, 1 / (R k : ℝ) ^ 6 * (E k - dispersionEnergy s (R k))
      + 2 * (t 1 - s 1) * ∑ k, 1 / (R k : ℝ) ^ 8 * (E k - dispersionEnergy s (R k)) := by
    simp only [squaredError, Finset.mul_sum, ← Finset.sum_add_distrib]
    refine Finset.sum_congr rfl fun k _ => ?_
    simp only [dispersionEnergy]
    ring
  rw [hexp, h6, h8]; ring

/-- If two training distances differ, the parameters are a least-squares fit exactly when they
equal the solution of the normal equations given by the inverse normal matrix. -/
theorem isLeastSquares_iff {n : ℕ} (R : Fin n → Distance) (E : Fin n → ℝ)
    (hR : ∃ k l, R k ≠ R l) (t : Fin 2 → ℝ) :
    IsLeastSquares R E t ↔ t = -((normalMatrix R)⁻¹ *ᵥ ((design R)ᵀ *ᵥ E)) := by
  have hdet : (normalMatrix R).det ≠ 0 := ((det_normalMatrix_pos_iff R).2 hR).ne'
  obtain ⟨s, hs⟩ : ∃ s, s = -((normalMatrix R)⁻¹ *ᵥ ((design R)ᵀ *ᵥ E)) := ⟨_, rfl⟩
  have hnormal : normalMatrix R *ᵥ s = -((design R)ᵀ *ᵥ E) := by
    rw [hs, Matrix.mulVec_neg, Matrix.mulVec_mulVec,
      Matrix.mul_nonsing_inv _ (isUnit_iff_ne_zero.2 hdet), Matrix.one_mulVec]
  have hgap := fun u => squaredError_eq_add R E s u hnormal
  rw [← hs]
  constructor
  · intro ht
    -- equal errors force equal energies at every training distance
    have hle : ∑ k, (dispersionEnergy t (R k) - dispersionEnergy s (R k)) ^ 2 ≤ 0 := by
      linarith [ht s, hgap t]
    have hzero := (Finset.sum_eq_zero_iff_of_nonneg fun k _ => sq_nonneg
      (dispersionEnergy t (R k) - dispersionEnergy s (R k))).1
      (le_antisymm hle (Finset.sum_nonneg fun k _ => sq_nonneg _))
    have hd : design R *ᵥ (t - s) = 0 := by
      ext k
      have hk := pow_eq_zero_iff two_ne_zero |>.1 (hzero k (Finset.mem_univ k))
      rw [Matrix.mulVec_sub, Pi.sub_apply, design_mulVec, design_mulVec, Pi.zero_apply]
      linarith
    have hN : normalMatrix R *ᵥ (t - s) = 0 := by
      rw [normalMatrix, ← Matrix.mulVec_mulVec, hd, Matrix.mulVec_zero]
    exact sub_eq_zero.1 (Matrix.eq_zero_of_mulVec_eq_zero hdet hN)
  · rintro rfl u
    rw [hgap u]
    exact le_add_of_nonneg_right (Finset.sum_nonneg fun k _ => sq_nonneg _)

/-- If all training distances equal `c`, parameters with the same value of `s6 + s8 / c^2` have
the same squared error. -/
theorem squaredError_eq_of_common_distance {n : ℕ} (R : Fin n → Distance) (E : Fin n → ℝ)
    (c : Distance) (hc : ∀ k, R k = c) (s t : Fin 2 → ℝ)
    (h : s 0 + s 1 / (c : ℝ) ^ 2 = t 0 + t 1 / (c : ℝ) ^ 2) :
    squaredError R E s = squaredError R E t := by
  have hform : ∀ u : Fin 2 → ℝ,
      dispersionEnergy u c = -(u 0 + u 1 / (c : ℝ) ^ 2) / (c : ℝ) ^ 6 := fun u => by
    simp only [dispersionEnergy]; ring
  simp only [squaredError, hc, hform, h]

/-- For any reference energies, the least-squares parameters `s6` and `s8` exist and are unique
exactly when at least two training distances differ. -/
theorem existsUnique_leastSquares_iff {n : ℕ} (R : Fin n → Distance) (E : Fin n → ℝ) :
    (∃! s, IsLeastSquares R E s) ↔ ∃ k l, R k ≠ R l := by
  constructor
  · rintro ⟨s, hs, huniq⟩
    by_contra hno
    have heq : ∀ k l, R k = R l := fun k l => by_contra fun h' => hno ⟨k, l, h'⟩
    obtain ⟨c, hc⟩ : ∃ c : Distance, ∀ k, R k = c := by
      rcases isEmpty_or_nonempty (Fin n) with h | h
      · exact ⟨⟨1, one_pos⟩, fun k => h.elim k⟩
      · exact ⟨R h.some, fun k => heq k h.some⟩
    -- raising `s6` by one and lowering `s8` by `c^2` leaves the error unchanged
    have herr : squaredError R E s = squaredError R E ![s 0 + 1, s 1 - (c : ℝ) ^ 2] := by
      apply squaredError_eq_of_common_distance R E c hc
      have hc0 : (c : ℝ) ^ 2 ≠ 0 := pow_ne_zero 2 c.2.ne'
      simp only [Matrix.cons_val_zero, Matrix.cons_val_one]
      rw [sub_div, div_self hc0]; ring
    have ht : IsLeastSquares R E ![s 0 + 1, s 1 - (c : ℝ) ^ 2] := fun u => by
      rw [← herr]; exact hs u
    have h0 : s 0 + 1 = s 0 := congrFun (huniq _ ht) 0
    linarith
  · intro hR
    exact ⟨_, (isLeastSquares_iff R E hR _).2 rfl, fun t ht => (isLeastSquares_iff R E hR t).1 ht⟩

end

end DispersionFit
```

```lean
#print axioms DispersionFit.existsUnique_leastSquares_iff
-- 'DispersionFit.existsUnique_leastSquares_iff' depends on axioms: [propext, Classical.choice, Quot.sound]
```

## Reading the definitions and theorems

`Distance` is the type of positive reals, and `R : Fin n → Distance` is a finite training set, possibly empty or with repeated entries. The entries `s 0` and `s 1` are \(s_6\) and \(s_8\); they may be any real numbers, including negative ones. `IsLeastSquares R E s` says that \(s\) is a global minimiser of the unweighted sum of squared residuals.

`det_normalMatrix` is the determinant formula, with `Finset.Ioi k` standing for the indices \(l>k\). `isLeastSquares_iff` says that, if two distances differ, the minimisers are exactly the one vector given by the inverse normal matrix. `existsUnique_leastSquares_iff` says that, for any reference energies, there is exactly one minimiser if and only if two distances differ.

## How the lemmas carry the argument

`det_gram_two_columns` treats any real two-column matrix. Its step `hfull` is the double-sum identity; `hsplit` and `hswap` divide that sum into two equal halves. `det_normalMatrix` inserts the dispersion columns and finishes with `ring`. In `det_normalMatrix_pos_iff`, one pair of different distances supplies a positive term in a sum of non-negative ones.

`design_mulVec` fixes the minus sign between \(As\) and the energies. In `squaredError_eq_add`, `h0` is the orthogonality \(A^{\mathsf T}r=0\), and `hexp` expands the error so that the cross terms drop out. `isLeastSquares_iff` uses this gap to show that two minimisers coincide. For the converse, `squaredError_eq_of_common_distance` provides the shift that contradicts uniqueness in the last theorem.

## Two data points at one distance

Without the hypothesis `hR` that two distances differ, `isLeastSquares_iff` fails. Take \(R_0=R_1=1\) and \(E_0=E_1=-1\). Both \((s_6,s_8)=(1,0)\) and \((0,1)\) fit perfectly, so having as many data points as parameters is not enough.

## Damping, many pairs and conditioning

In a production DFT-D fit, a training system contains many atom pairs with different coefficients and damping factors. Passing from the single undamped pair to that setting is a step the theorems do not take. If the damping parameters are held fixed, the model is still linear in \(s_6\) and \(s_8\), and the determinant is still a sum of squared minors, but the criterion becomes that two rows of the new design matrix are not proportional.

Uniqueness also says nothing about conditioning. If all training distances are nearly equal but not identical, the matrix is invertible, yet small errors in the reference energies can move \(s_6\) and \(s_8\) a long way in opposite directions.
